# Embedding Curvature and the Difference C₁₁₂₂ − C₁₂₁₂ for Isotropic Bond Moments

Take a cubic crystal, free of stress and with thermal and zero-point motion neglected, whose atoms sit at inversion centres and attract or repel each other by central pair forces. Its elastic constants obey the Cauchy relation $C_{12} = C_{44}$. Many cubic metals violate this relation clearly, so a pair potential cannot reproduce their elasticity. The embedded-atom model adds an energy $F(\rho)$ for placing each atom in the electron density $\rho$ supplied by its neighbours. How much does this term contribute to the difference $C_{12} - C_{44}$?

## From bond lengths to the discrepancy

Let the bonds from one atom to its neighbours be finitely many vectors $r_b \in \mathbb{R}^3$, with components $r_{b,i}$. Under a homogeneous deformation with Lagrangian strain $\eta$ the squared length of a bond becomes $\ell_b(\eta) = r_b^T(I + 2\eta)r_b$, and the embedding energy is

$$E(\eta) = F(\rho(\eta)), \qquad \rho(\eta) = \sum_b g(\ell_b(\eta)).$$

Here $g$ is a function of the squared distance. If $f$ is the usual density function of the distance, then $g(s) = f(\sqrt{s})$. Define

$$P_{ij} = 2\sum_b g'(r_b\cdot r_b)\, r_{b,i} r_{b,j}, \qquad Q_{ijkl} = 4\sum_b g''(r_b\cdot r_b)\, r_{b,i} r_{b,j} r_{b,k} r_{b,l}.$$

The claim is that if $P_{ij} = p\,\delta_{ij}$, and $F$ and $g$ are twice continuously differentiable near $\rho(0)$ and near the squared bond lengths, then the second strain derivatives at $\eta = 0$ satisfy

$$C_{1122} - C_{1212} = F''(\rho(0))\,p^2.$$

The number $p$ measures how fast the density changes under strain: $P_{ij}$ is the derivative of $\rho$ with respect to strain, and its isotropy says that a stretch changes the density at the same rate whichever of the three axes it follows, while a shear between two axes leaves it unchanged to first order. Cubic symmetry of the atomic site ensures this.

To vary one strain component, use $e^{kl} = \tfrac12(\hat x_k \hat x_l^T + \hat x_l \hat x_k^T)$, where $\hat x_k$ are the Cartesian unit vectors. Since $r_b^T e^{kl} r_b = r_{b,k} r_{b,l}$, the squared length is affine in the added strain:

$$\ell_b(\eta + t e^{kl}) = \ell_b(\eta) + 2t\, r_{b,k} r_{b,l}.$$

The chain rule at $t = 0$ gives the first strain derivative,

$$D_{kl}E(\eta) = F'(\rho(\eta)) \sum_b g'(\ell_b(\eta))\, 2 r_{b,k} r_{b,l}.$$

Now put $\eta = s e^{ij}$ and differentiate at $s = 0$. The first factor has derivative $F''(\rho(0)) P_{ij}$, and the sum has derivative $\sum_b g''(r_b\cdot r_b)(2 r_{b,i} r_{b,j})(2 r_{b,k} r_{b,l}) = Q_{ijkl}$. At $s=0$ the sum itself equals $P_{kl}$. The product rule yields

$$C_{ijkl} = F''(\rho(0))\, P_{ij}P_{kl} + F'(\rho(0))\, Q_{ijkl}.$$

The tensor $Q$ is unchanged by any permutation of its indices, so it cancels when $j$ and $k$ are exchanged:

$$C_{ijkl} - C_{ikjl} = F''(\rho(0))\,(P_{ij}P_{kl} - P_{ik}P_{jl}).$$

With $i=j=1$ and $k=l=2$ the bracket is $P_{11}P_{22} - P_{12}^2 = p^2$, which proves the claim. The embedding term therefore respects the Cauchy relation when $F''(\rho(0)) = 0$ or $p = 0$, and otherwise the difference has the sign of $F''(\rho(0))$. A linear $F$ turns the embedding energy into a sum of pair energies, and the difference vanishes.

In embedded-atom simulations of a cubic metal with one atom per primitive cell, where the pair term adds nothing to this difference, the formula links $C_{12} - C_{44}$ to the curvature of the embedding function.

## Strains, bonds and energies in Lean

In the code `Strain` stands for real $3\times 3$ matrices, and the finite type `ι` labels the bonds.

```lean
import Mathlib

open Matrix Filter Topology

namespace EmbeddedAtomCauchy

noncomputable section

local notation "Strain" => Matrix (Fin 3) (Fin 3) ℝ

variable {ι : Type*} [Fintype ι]
```

The matrix `e i j` is $e^{ij}$. For $i \neq j$ it has two entries equal to $\tfrac12$, so its coefficient $t$ is the engineering shear $2\eta_{ij}$, and the derivative along it is the one used for $C_{44}$ in Voigt notation.

```lean
/-- The symmetrised unit strain belonging to the tensor component `η_ij`. -/
def e (i j : Fin 3) : Strain :=
  Matrix.of fun a b =>
    ((if a = i ∧ b = j then 1 else 0) + (if a = j ∧ b = i then 1 else 0)) / 2
```

The next three definitions are $\ell_b(\eta)$, $\rho(\eta)$ and $E(\eta)$. The symbol `⬝ᵥ` is the dot product and `*ᵥ` applies a matrix to a vector.

```lean
/-- The squared length `xᵀ (I + 2η) x` of the bond `x` under the strain `η`. -/
def sqLength (η : Strain) (x : Fin 3 → ℝ) : ℝ :=
  x ⬝ᵥ ((1 + (2 : ℝ) • η) *ᵥ x)

/-- The density at the atom: a sum over bonds of a function of the squared length. -/
def density (g : ℝ → ℝ) (r : ι → Fin 3 → ℝ) (η : Strain) : ℝ :=
  ∑ b, g (sqLength η (r b))

/-- The embedding energy `F(ρ(η))`. -/
def energy (F g : ℝ → ℝ) (r : ι → Fin 3 → ℝ) (η : Strain) : ℝ :=
  F (density g r η)
```

Every bond vector is taken to follow the homogeneous strain. This is the step from the model to a real crystal that no hypothesis secures: it is right for a lattice with one atom per primitive cell, whereas in crystals with several atoms per cell the sublattices may shift against each other and change the elastic constants.

## Elastic constants as iterated derivatives

The first derivative is taken along $e^{kl}$ at an arbitrary strain, and the constant $C_{ijkl}$ differentiates it once more along $e^{ij}$ at zero strain.

```lean
/-- The derivative of an energy along the unit strain `e k l`, at strain `η`. For `k ≠ l` the
variable is the engineering shear `2 η_kl`. -/
def strainDeriv (E : Strain → ℝ) (η : Strain) (k l : Fin 3) : ℝ :=
  deriv (fun t : ℝ => E (η + t • e k l)) 0

/-- The second derivative `C_ijkl` of an energy with respect to strain, at zero strain. -/
def elasticConst (E : Strain → ℝ) (i j k l : Fin 3) : ℝ :=
  deriv (fun s : ℝ => strainDeriv E (s • e i j) k l) 0
```

Lean counts the axes from zero, so $C_{1122}$ is `elasticConst E 0 0 1 1` and $C_{1212}$ is `elasticConst E 0 1 0 1`. The latter is $C_{66}$ in Voigt notation, equal to $C_{44}$ in a cubic crystal. These constants are energies per atom; division by the atomic volume gives the usual units. They are derivatives with respect to the Lagrangian strain, and together with the constants of the pair term they add up to the stress–strain coefficients of the crystal when its total stress vanishes.

The tensors $P$ and $Q$ are called moments in the code, although they are weighted by derivatives of $g$.

```lean
/-- The second moment `P_ij = ∑ 2 g'(r·r) r_i r_j` of the bonds. -/
def moment₂ (g : ℝ → ℝ) (r : ι → Fin 3 → ℝ) (i j : Fin 3) : ℝ :=
  ∑ b, deriv g (r b ⬝ᵥ r b) * (2 * (r b i * r b j))

/-- The fourth moment `Q_ijkl = ∑ 4 g''(r·r) r_i r_j r_k r_l` of the bonds. -/
def moment₄ (g : ℝ → ℝ) (r : ι → Fin 3 → ℝ) (i j k l : Fin 3) : ℝ :=
  ∑ b, deriv (deriv g) (r b ⬝ᵥ r b) * (2 * (r b i * r b j)) * (2 * (r b k * r b l))
```

## The affine bond length

The first theorem is the affine formula for $\ell_b(\eta + te^{kl})$. Its inner statement `h` is $x^T e^{kl} x = x_k x_l$, checked for each of the nine index pairs; linearity of the matrix product does the rest.

```lean
variable {F g : ℝ → ℝ} {r : ι → Fin 3 → ℝ}

/-- Adding the strain `t • e k l` changes the squared length of the bond `x` by `2 t x_k x_l`. -/
theorem sqLength_add (η : Strain) (x : Fin 3 → ℝ) (k l : Fin 3) (t : ℝ) :
    sqLength (η + t • e k l) x = sqLength η x + 2 * t * (x k * x l) := by
  have h : x ⬝ᵥ (e k l *ᵥ x) = x k * x l := by
    fin_cases k <;> fin_cases l <;>
      simp [e, dotProduct, Matrix.mulVec, Fin.sum_univ_three] <;> ring
  simp only [sqLength, Matrix.add_mulVec, Matrix.one_mulVec, Matrix.smul_mulVec,
    dotProduct_add, dotProduct_smul, smul_eq_mul, h]
  ring
```

Two special cases follow: the squared length at zero strain, and along the path $s e^{ij}$ that starts there.

```lean
private lemma sqLength_zero (x : Fin 3 → ℝ) : sqLength 0 x = x ⬝ᵥ x := by
  simp [sqLength]

private lemma sqLength_smul (x : Fin 3 → ℝ) (i j : Fin 3) (s : ℝ) :
    sqLength (s • e i j) x = x ⬝ᵥ x + 2 * s * (x i * x j) := by
  rw [← zero_add (s • e i j), sqLength_add, sqLength_zero]
```

## Differentiating along a strain path

Since every squared length has the form $x + 2ta$ along a strain path, one chain-rule lemma serves for all bonds. In this lemma $f$ is any function differentiable at the number $x$, and the result is $\frac{d}{dt} f(x + 2ta) = 2a f'(x)$ at $t=0$.

```lean
private lemma line_deriv {f : ℝ → ℝ} {x : ℝ} (hf : DifferentiableAt ℝ f x) (a : ℝ) :
    HasDerivAt (fun t : ℝ => f (x + 2 * t * a)) (deriv f x * (2 * a)) 0 := by
  have h : HasDerivAt (fun t : ℝ => x + 2 * t * a) (2 * a) 0 :=
    ((((hasDerivAt_id' (0 : ℝ)).const_mul 2).mul_const a).const_add x).congr_deriv (by ring)
  have hf' : HasDerivAt f (deriv f x) (x + 2 * 0 * a) := by
    rw [mul_zero, zero_mul, add_zero]
    exact hf.hasDerivAt
  exact HasDerivAt.comp (h := fun t : ℝ => x + 2 * t * a) (0 : ℝ) hf' h
```

The smoothness hypothesis is `ContDiffAt ℝ 2`, which concerns only a neighbourhood of one point. An embedding function proportional to $-\sqrt{\rho}$ is thus admitted whenever $\rho(0) > 0$. The next lemma extracts what the calculation uses: the function is differentiable at all nearby points, and its derivative is differentiable at the point itself.

```lean
private lemma regular {f : ℝ → ℝ} {x : ℝ} (h : ContDiffAt ℝ 2 f x) :
    (∀ᶠ y in 𝓝 x, DifferentiableAt ℝ f y) ∧ DifferentiableAt ℝ (deriv f) x := by
  constructor
  · exact (h.eventually (by simp)).mono fun y hy => hy.differentiableAt (by norm_num)
  · have h1 : ContDiffAt ℝ 1 (fderiv ℝ f) x := h.fderiv_right one_add_one_eq_two.le
    exact (h1.differentiableAt (by norm_num)).clm_apply (differentiableAt_const (1 : ℝ))
```

The formula for $D_{kl}E(\eta)$ comes next. In the proof, `h` differentiates the density term by term, and the last line composes it with $F$.

```lean
/-- First strain derivative of the embedding energy at any strain `η` where `F` and `g` are
differentiable at the density and at the squared bond lengths. -/
theorem strainDeriv_energy {η : Strain} (hF : DifferentiableAt ℝ F (density g r η))
    (hg : ∀ b, DifferentiableAt ℝ g (sqLength η (r b))) (k l : Fin 3) :
    strainDeriv (energy F g r) η k l =
      deriv F (density g r η) * ∑ b, deriv g (sqLength η (r b)) * (2 * (r b k * r b l)) := by
  have h : HasDerivAt (fun t : ℝ => density g r (η + t • e k l))
      (∑ b, deriv g (sqLength η (r b)) * (2 * (r b k * r b l))) 0 := by
    simp only [density, sqLength_add]
    exact HasDerivAt.fun_sum fun b _ => line_deriv (hg b) _
  have hF' : HasDerivAt F (deriv F (density g r η)) (density g r (η + (0 : ℝ) • e k l)) := by
    rw [zero_smul, add_zero]
    exact hF.hasDerivAt
  exact (HasDerivAt.comp (h := fun t : ℝ => density g r (η + t • e k l)) (0 : ℝ) hF' h).deriv
```

The second differentiation follows the product rule above. The statements `hA` and `hC` give the derivatives $P_{ij}$ of the density and $Q_{ijkl}$ of the sum, and `hB` gives that of $F'(\rho)$. One point passes silently in the calculation by hand: to differentiate the formula for $D_{kl}E$, it must hold for all small $s$ and not only at $s = 0$. The density and the squared lengths vary continuously with $s$, so they stay where $F$ and $g$ are differentiable; `hd` establishes this for all bonds at once, which works because there are finitely many. The formula then replaces the first derivative near $s = 0$.

```lean
/-- For `F` twice continuously differentiable at the unstrained density and `g` at the squared bond
lengths, the first strain derivative along `e k l` has, at zero strain, a derivative along `e i j`,
equal to `F'' P_ij P_kl + F' Q_ijkl`. -/
theorem hasDerivAt_strainDeriv (hF : ContDiffAt ℝ 2 F (density g r 0))
    (hg : ∀ b, ContDiffAt ℝ 2 g (r b ⬝ᵥ r b)) (i j k l : Fin 3) :
    HasDerivAt (fun s : ℝ => strainDeriv (energy F g r) (s • e i j) k l)
      (deriv (deriv F) (density g r 0) * (moment₂ g r i j * moment₂ g r k l)
        + deriv F (density g r 0) * moment₄ g r i j k l) 0 := by
  -- the two factors of the first derivative, differentiated along the strain path
  have hA : HasDerivAt (fun s : ℝ => density g r (s • e i j)) (moment₂ g r i j) 0 := by
    simp only [density, sqLength_smul, moment₂]
    exact HasDerivAt.fun_sum fun b _ => line_deriv (regular (hg b)).1.self_of_nhds _
  have hC : HasDerivAt (fun s : ℝ => ∑ b, deriv g (sqLength (s • e i j) (r b))
      * (2 * (r b k * r b l))) (moment₄ g r i j k l) 0 := by
    simp only [sqLength_smul, moment₄]
    exact HasDerivAt.fun_sum fun b _ => (line_deriv (regular (hg b)).2 _).mul_const _
  have hF' : HasDerivAt (deriv F) (deriv (deriv F) (density g r 0))
      (density g r ((0 : ℝ) • e i j)) := by
    rw [zero_smul]
    exact (regular hF).2.hasDerivAt
  have hB := HasDerivAt.comp (h := fun s : ℝ => density g r (s • e i j)) (0 : ℝ) hF' hA
  -- near zero strain the formula for the first derivative applies
  have hc := hA.continuousAt.tendsto
  rw [zero_smul] at hc
  have hd : ∀ᶠ s : ℝ in 𝓝 0, ∀ b, DifferentiableAt ℝ g (sqLength (s • e i j) (r b)) := by
    refine eventually_all.2 fun b => ?_
    have ht : Tendsto (fun s : ℝ => sqLength (s • e i j) (r b)) (𝓝 0) (𝓝 (r b ⬝ᵥ r b)) := by
      simp only [sqLength_smul]
      exact Continuous.tendsto' (by fun_prop) _ _ (by simp)
    exact ht.eventually (regular (hg b)).1
  have hev := (hc.eventually (regular hF).1).and hd
  refine ((hB.mul hC).congr_of_eventuallyEq
    (hev.mono fun s hs => strainDeriv_energy hs.1 hs.2 k l)).congr_deriv ?_
  simp only [Function.comp_apply, zero_smul, sqLength_zero, moment₂]
  ring
```

The conclusion `HasDerivAt` says that `strainDeriv` can be differentiated along the path at zero strain. This matters because Lean's `deriv` returns zero where a function has no derivative, so an equation between values of `deriv` would not show it. That `strainDeriv` is itself a true derivative near zero strain is shown inside the proof of `strainDeriv_energy`, which obtains a `HasDerivAt` statement before reading off its value.

## The discrepancy for arbitrary and for isotropic moments

For any finite set of bonds, the difference of two constants with exchanged middle indices depends only on $F''(\rho(0))$ and $P$. The statement `hQ` is the symmetry of $Q$ under this exchange, and after substituting both second derivatives the terms with $F'$ cancel.

```lean
/-- For any bonds, with `F` and `g` twice continuously differentiable at the unstrained density
and squared bond lengths, `C_ijkl - C_ikjl = F'' (P_ij P_kl - P_ik P_jl)`. -/
theorem general_discrepancy (hF : ContDiffAt ℝ 2 F (density g r 0))
    (hg : ∀ b, ContDiffAt ℝ 2 g (r b ⬝ᵥ r b)) (i j k l : Fin 3) :
    elasticConst (energy F g r) i j k l - elasticConst (energy F g r) i k j l =
      deriv (deriv F) (density g r 0) *
        (moment₂ g r i j * moment₂ g r k l - moment₂ g r i k * moment₂ g r j l) := by
  -- the fourth moment is symmetric in all its indices
  have hQ : moment₄ g r i k j l = moment₄ g r i j k l :=
    Finset.sum_congr rfl fun _ _ => by ring
  unfold elasticConst
  rw [(hasDerivAt_strainDeriv hF hg i j k l).deriv,
    (hasDerivAt_strainDeriv hF hg i k j l).deriv, hQ]
  ring
```

The hypothesis `hp` in the main theorem reads $P_{ij} = p\,\delta_{ij}$. Substituting it for $P_{11}$, $P_{22}$ and $P_{12}$ leaves $F''(\rho(0))\,p^2$.

```lean
/-- If `P_ij = p δ_ij`, and `F` and `g` are twice continuously differentiable at the unstrained
density and squared bond lengths, then `C_1122 - C_1212 = F''(ρ(0)) p²`. -/
theorem cauchy_discrepancy {p : ℝ} (hF : ContDiffAt ℝ 2 F (density g r 0))
    (hg : ∀ b, ContDiffAt ℝ 2 g (r b ⬝ᵥ r b))
    (hp : ∀ i j, moment₂ g r i j = if i = j then p else 0) :
    elasticConst (energy F g r) 0 0 1 1 - elasticConst (energy F g r) 0 1 0 1 =
      deriv (deriv F) (density g r 0) * p ^ 2 := by
  rw [general_discrepancy hF hg, hp, hp, hp]
  simp [pow_two]
```

## Nearest neighbours in the simple cubic lattice

A concrete set of bonds with isotropic $P$ is given by the six vectors $\pm a\hat x_k$. The label of a bond consists of an axis and a truth value for the sign.

```lean
/-- The six bonds `±a` along the axes to the nearest neighbours in a simple cubic lattice. -/
def cubicBonds (a : ℝ) (b : Fin 3 × Bool) : Fin 3 → ℝ :=
  fun k => if k = b.1 then (if b.2 then a else -a) else 0
```

Each bond has squared length $a^2$ and at most one nonzero component. The products $r_{b,i} r_{b,j}$ with $i \neq j$ therefore vanish, while for $i = j$ the two bonds along that axis contribute $2 \cdot 2a^2 g'(a^2)$. Hence $p = 4a^2 g'(a^2)$, which for $a > 0$ and differentiable $f$ is $2a f'(a)$ in terms of the density function of the distance. The proof first computes the common squared length in `hq` and then evaluates the sum for each pair of indices.

```lean
/-- The simple cubic bonds have `P_ij = p δ_ij` with `p = 4 a² g'(a²)`. -/
theorem simple_cubic_witness (g : ℝ → ℝ) (a : ℝ) (i j : Fin 3) :
    moment₂ g (cubicBonds a) i j = if i = j then 4 * a ^ 2 * deriv g (a ^ 2) else 0 := by
  have hq : ∀ b, cubicBonds a b ⬝ᵥ cubicBonds a b = a ^ 2 := by
    rintro ⟨k, s⟩
    fin_cases k <;> cases s <;> simp [cubicBonds, dotProduct] <;> ring
  simp only [moment₂, hq]
  fin_cases i <;> fin_cases j <;>
    simp [cubicBonds, Fintype.sum_prod_type] <;> ring

end

end EmbeddedAtomCauchy
```

```lean
#print axioms EmbeddedAtomCauchy.strainDeriv_energy
#print axioms EmbeddedAtomCauchy.cauchy_discrepancy
```

```
'EmbeddedAtomCauchy.strainDeriv_energy' depends on axioms: [propext, Classical.choice, Quot.sound]
'EmbeddedAtomCauchy.cauchy_discrepancy' depends on axioms: [propext, Classical.choice, Quot.sound]
```
